# The Laplacian of a quartic with cubic symmetry is a multiple of r²

For any real a and b, the theorem states that the Laplacian of the quartic a(x⁴ + y⁴ + z⁴) + b(x²y² + y²z² + z²x²) is (12a + 4b)r², where r² = x² + y² + z². Such a quartic is unchanged by permuting the axes or reversing any of them, as a term in a potential with cubic symmetry would be. Here it is a formal polynomial in three variables with real coefficients, and the Laplacian is the sum of its second formal partial derivatives. The attempt first shows that the constants 2 and 4 have zero derivative, then has `simp` unfold the definitions and differentiate, and leaves the remaining algebra to `ring`.

This version doesn't compile in Lean 4 with Mathlib:

```lean
import Mathlib

open MvPolynomial

namespace CubicQuartics

noncomputable section

/-- Real polynomials in the Cartesian coordinates x, y, z. -/
abbrev Poly := MvPolynomial (Fin 3) ℝ

/-- The squared radius x² + y² + z². -/
def radiusSq : Poly := ∑ i, X i ^ 2

/-- The sum of fourth powers x⁴ + y⁴ + z⁴. -/
def quarticSum : Poly := ∑ i, X i ^ 4

/-- The mixed sum x²y² + y²z² + z²x². -/
def mixedSum : Poly := X 0 ^ 2 * X 1 ^ 2 + X 1 ^ 2 * X 2 ^ 2 + X 2 ^ 2 * X 0 ^ 2

/-- The quartic a(x⁴ + y⁴ + z⁴) + b(x²y² + y²z² + z²x²). -/
def invariantQuartic (a b : ℝ) : Poly := a • quarticSum + b • mixedSum

/-- The Laplacian, the sum of the second partial derivatives. -/
def laplacian (p : Poly) : Poly := ∑ i, pderiv i (pderiv i p)

/-- The Laplacian of a(x⁴ + y⁴ + z⁴) + b(x²y² + y²z² + z²x²) is (12a + 4b) r². -/
theorem laplacian_invariantQuartic (a b : ℝ) :
    laplacian (invariantQuartic a b) = (12 * a + 4 * b) • radiusSq := by
  have d2 : ∀ i, pderiv i (2 : Poly) = 0 := fun i => by
    exact_mod_cast (pderiv i).map_natCast 2
  have d4 : ∀ i, pderiv i (4 : Poly) = 0 := fun i => by
    exact_mod_cast (pderiv i).map_natCast 4
  simp [laplacian, invariantQuartic, quarticSum, mixedSum, radiusSq, Fin.sum_univ_three,
    smul_eq_C_mul, Derivation.leibniz, Derivation.leibniz_pow, pderiv_X, Pi.single_apply, d2, d4]
  ring

end

end CubicQuartics
```

The error:

```
Try this:
  [apply] ring_nf
  
  The `ring` tactic failed to close the goal. Use `ring_nf` to obtain a normal form.
    
  Note that `ring` works primarily in *commutative* rings. If you have a noncommutative ring, abelian group or module, consider using `noncomm_ring`, `abel` or `module` instead.
Main.lean:29:70: error: unsolved goals
a b : ℝ
d2 : ∀ (i : Fin 3), (pderiv i) 2 = 0
d4 : ∀ (i : Fin 3), (pderiv i) 4 = 0
⊢ C a * X 0 ^ 2 * 12 + C a * X 1 ^ 2 * 12 + C a * X 2 ^ 2 * 12 + X 0 ^ 2 * C b * 4 + C b * X 1 ^ 2 * 4 +
      C b * X 2 ^ 2 * 4 =
    C a * X 0 ^ 2 * C 12 + C a * X 1 ^ 2 * C 12 + C a * X 2 ^ 2 * C 12 + X 0 ^ 2 * C b * C 4 + C b * X 1 ^ 2 * C 4 +
      C b * X 2 ^ 2 * C 4
```

Diagnosis. The first message says that `ring` did not close the goal, and the error shows the equation that was left. Its two sides match term by term, except that the left has the numerals `12` and `4` where the right has `C 12` and `C 4`.

`C` is the map that takes a real number to the corresponding constant polynomial. On the right, the scalar 12a + 4b multiplies a polynomial, and `smul_eq_C_mul` turns that scalar into a constant polynomial under `C`. `simp` then split it into pieces, among them `C 12` and `C 4`. These are equal to the polynomials `12` and `4`, but `ring` does not use that fact about `C`. It treats `C 12` and `C 4` as unknown quantities, so it cannot match the coefficients.

The repair proves the two missing equalities, `c12` and `c4`, with `map_ofNat`, which says that a map such as `C` sends a numeral to the same numeral. The `rw` puts them into the goal before `ring` runs. Both sides then have the same numerical coefficients, and `ring` closes the goal.

After these edits no error is left:

```diff
@@ -34,4 +34,7 @@
   simp [laplacian, invariantQuartic, quarticSum, mixedSum, radiusSq, Fin.sum_univ_three,
     smul_eq_C_mul, Derivation.leibniz, Derivation.leibniz_pow, pderiv_X, Pi.single_apply, d2, d4]
+  have c12 : (C (12 : ℝ) : Poly) = 12 := map_ofNat C 12
+  have c4 : (C (4 : ℝ) : Poly) = 4 := map_ofNat C 4
+  rw [c12, c4]
   ring
 
```
